# The energy gain from expanding a one-dimensional cell is at least as large at fixed cutoff as in the small cell's plane-wave basis

## Plane waves, units and the ground energy

A periodic cell has length 2πa with a > 0, and one electron moves in it with Bloch wave vector zero. In units where ħ²/2m = 1, the plane wave exp(inx/a), with n an integer, has kinetic energy n²/a². The potential is Σₙ V(n) exp(inx/a). Its coefficients V(n) do not depend on a, so the potential stretches with the cell.

For a finite set S of integers, the Hamiltonian has entries

H(n,m) = (n²/a²) δ(n,m) + V(n−m), with n, m ∈ S,

and E(S,a) is its lowest eigenvalue. For a cutoff C, the basis is S(a) = {n : n²/a² ≤ C}. The result is, for C ≥ 0, 0 < a ≤ b and a Hermitian potential,

E(S(b),b) ≤ E(S(a),b) ≤ E(S(a),a).

This bears on energy–volume curves computed with plane waves, here for a single electron in one dimension with fixed Fourier coefficients: part of the gain from expansion at fixed cutoff can come from added basis functions. The comparison is with the fixed basis S(a), not with the complete-basis limit.

```lean
import Mathlib

open Matrix
open scoped ComplexOrder

namespace PlaneWaveCellSize

noncomputable section

variable {ι : Type*} [Fintype ι] [DecidableEq ι]
```

In Lean, `levels H` collects the real numbers that have a nonzero eigenvector, and `groundEnergy H` is their infimum.

```lean
/-- The real energy levels of a matrix Hamiltonian: the real numbers that have a nonzero
eigenvector. -/
def levels (H : Matrix ι ι ℂ) : Set ℝ :=
  {e | ∃ ψ : ι → ℂ, ψ ≠ 0 ∧ H *ᵥ ψ = (e : ℂ) • ψ}

/-- The ground energy: the infimum of the real energy levels. -/
def groundEnergy (H : Matrix ι ι ℂ) : ℝ := sInf (levels H)
```

The potential is a function `V : ℤ → ℂ`, the basis is a `Finset ℤ`, and `energy V S a` is E(S,a).

```lean
/-- The Hamiltonian in the plane waves `n ∈ S` for a cell of size `a ≠ 0`: kinetic energy
`n² / a²` on the diagonal and Fourier coefficients `V (n - m)` of the potential. -/
def hamiltonian (V : ℤ → ℂ) (S : Finset ℤ) (a : ℝ) : Matrix S S ℂ :=
  Matrix.diagonal (fun n : S => ((((n : ℤ) : ℝ) ^ 2 / a ^ 2 : ℝ) : ℂ)) +
    Matrix.of (fun n m : S => V ((n : ℤ) - (m : ℤ)))

/-- The ground energy `E(S, a)` in the plane waves `S` for a cell of size `a ≠ 0`. -/
def energy (V : ℤ → ℂ) (S : Finset ℤ) (a : ℝ) : ℝ := groundEnergy (hamiltonian V S a)
```

The set S(a) is built by filtering a finite interval of integers, which makes it a `Finset`.

```lean
/-- The plane waves whose kinetic energy `n² / a²` is at most the cutoff `C`, for a cell of
size `a ≠ 0`. -/
def cutoffBasis (C a : ℝ) : Finset ℤ :=
  (Finset.Icc (-⌊C * a ^ 2⌋) ⌊C * a ^ 2⌋).filter (fun n => (n : ℝ) ^ 2 / a ^ 2 ≤ C)
```

## A Hermitian potential: V(−n) = conj V(n)

This condition says that the potential is real in position space. It makes H Hermitian, so H has an orthonormal eigenbasis uₖ with real eigenvalues Eₖ. For ψ = Σₖ cₖuₖ and E the lowest eigenvalue,

⟨ψ,Hψ⟩ = Σₖ Eₖ|cₖ|² ≥ E Σₖ |cₖ|² = E⟨ψ,ψ⟩.

Thus H − E is positive semidefinite. Conversely, if H − x is positive semidefinite, inserting the ground state ψ gives (E − x)⟨ψ,ψ⟩ ≥ 0, hence x ≤ E. Both inequalities below use this pair of statements.

Without the condition, a larger basis can raise the lowest eigenvalue. Take a = 1, V(0) = 0, V(1) = √3/4 and V(−1) = −√3/4. The basis {0} gives 0, while {0,1} gives the eigenvalues 1/4 and 3/4.

The first theorem shows that the infimum is attained. The levels are roots of the characteristic polynomial, so there are finitely many, and Mathlib's eigenvector basis supplies at least one.

```lean
/-- For a Hermitian Hamiltonian on a nonempty basis, the ground energy is the least
energy level. -/
theorem groundEnergy_isLeast [Nonempty ι] {H : Matrix ι ι ℂ} (hH : H.IsHermitian) :
    IsLeast (levels H) (groundEnergy H) := by
  -- the levels are roots of the characteristic polynomial
  have hfin : (levels H).Finite := by
    refine ((Polynomial.finite_setOfPred_isRoot H.charpoly_monic.ne_zero).preimage
      Complex.ofReal_injective.injOn).subset ?_
    rintro e ⟨ψ, hψ, h⟩
    change H.charpoly.eval (e : ℂ) = 0
    rw [Matrix.eval_charpoly, ← Matrix.exists_mulVec_eq_zero_iff]
    refine ⟨ψ, hψ, ?_⟩
    rw [Matrix.sub_mulVec, h]
    funext i
    simp
  have hne : (levels H).Nonempty := by
    obtain ⟨i⟩ := ‹Nonempty ι›
    refine ⟨hH.eigenvalues i, (hH.eigenvectorBasis i).ofLp, ?_, ?_⟩
    · intro h0
      apply hH.eigenvectorBasis.orthonormal.ne_zero i
      exact PiLp.ext fun j => congrFun h0 j
    · exact (hH.mulVec_eigenvectorBasis i).trans (by funext j; simp)
  exact ⟨hne.csInf_mem hfin, fun e he => csInf_le hfin.bddBelow he⟩
```

Next, each eigenvalue of H − E, shifted back by E, is a level of H, so it is nonnegative before the shift.

```lean
/-- Variational principle: a Hermitian Hamiltonian minus its ground energy is positive
semidefinite. -/
theorem sub_groundEnergy_posSemidef {H : Matrix ι ι ℂ} (hH : H.IsHermitian) :
    (H - (groundEnergy H : ℂ) • (1 : Matrix ι ι ℂ)).PosSemidef := by
  have hA : (H - (groundEnergy H : ℂ) • (1 : Matrix ι ι ℂ)).IsHermitian := by
    apply hH.sub
    simp [Matrix.IsHermitian, Matrix.conjTranspose_smul]
  rw [hA.posSemidef_iff_eigenvalues_nonneg]
  intro i
  have : Nonempty ι := ⟨i⟩
  -- an eigenvalue of the shifted matrix is a level of `H` measured from the ground energy
  have hmem : hA.eigenvalues i + groundEnergy H ∈ levels H := by
    refine ⟨(hA.eigenvectorBasis i).ofLp, ?_, ?_⟩
    · intro h0
      apply hA.eigenvectorBasis.orthonormal.ne_zero i
      exact PiLp.ext fun j => congrFun h0 j
    · have hv := hA.mulVec_eigenvectorBasis i
      rw [Matrix.sub_mulVec, Matrix.smul_mulVec, Matrix.one_mulVec] at hv
      funext j
      have hj := congrFun hv j
      simp only [Pi.sub_apply, Pi.smul_apply, smul_eq_mul, Complex.real_smul] at hj ⊢
      push_cast
      linear_combination hj
  have h := (groundEnergy_isLeast hH).2 hmem
  change 0 ≤ hA.eigenvalues i
  linarith
```

The converse evaluates the expectation value in the ground state, as above, with ⟨ψ,ψ⟩ written as a sum of `Complex.normSq`.

```lean
/-- If a Hermitian Hamiltonian on a nonempty basis stays positive semidefinite after
subtracting `x`, then `x` is a lower bound for its ground energy. -/
theorem le_groundEnergy [Nonempty ι] {H : Matrix ι ι ℂ} (hH : H.IsHermitian) {x : ℝ}
    (h : (H - (x : ℂ) • (1 : Matrix ι ι ℂ)).PosSemidef) : x ≤ groundEnergy H := by
  obtain ⟨ψ, hψ, he⟩ := (groundEnergy_isLeast hH).1
  have hN : star ψ ⬝ᵥ ψ = ((∑ i, Complex.normSq (ψ i) : ℝ) : ℂ) := by
    rw [Complex.ofReal_sum]
    unfold dotProduct
    exact Finset.sum_congr rfl fun i _ => Complex.normSq_eq_conj_mul_self.symm
  have hp : 0 < ∑ i, Complex.normSq (ψ i) := by
    obtain ⟨i, hi⟩ := Function.ne_iff.1 hψ
    exact Finset.sum_pos' (fun i _ => Complex.normSq_nonneg _)
      ⟨i, Finset.mem_univ i, Complex.normSq_pos.2 hi⟩
  -- expectation value in the ground state
  have h0 := h.dotProduct_mulVec_nonneg ψ
  rw [Matrix.sub_mulVec, Matrix.smul_mulVec, Matrix.one_mulVec, he, ← sub_smul,
    dotProduct_smul, smul_eq_mul, ← Complex.ofReal_sub, hN, ← Complex.ofReal_mul,
    Complex.zero_le_real] at h0
  by_contra hx
  nlinarith [mul_pos (sub_pos.2 (not_le.1 hx)) hp]
```

Finally, the condition on V, called `hV`, is turned into Hermiticity of the matrix: the kinetic diagonal is real, and conj V(m−n) = V(n−m).

```lean
/-- The plane-wave Hamiltonian is Hermitian when `V (-n)` is the conjugate of `V n`. -/
theorem hamiltonian_isHermitian {V : ℤ → ℂ} (hV : ∀ n, V (-n) = star (V n))
    (S : Finset ℤ) (a : ℝ) : (hamiltonian V S a).IsHermitian := by
  refine Matrix.IsHermitian.add ?_ ?_
  · rw [Matrix.IsHermitian, Matrix.diagonal_conjTranspose]
    congr 1
    funext n
    exact Complex.conj_ofReal _
  · refine Matrix.IsHermitian.ext fun n m => ?_
    change star (V ((m : ℤ) - n)) = V ((n : ℤ) - m)
    rw [← hV, neg_sub]
```

## A cutoff C ≥ 0 and a basis with at least one wave

A nonnegative cutoff admits the constant wave n = 0, which has no kinetic energy. The basis is then nonempty and has a ground state to insert in the variational argument. For C < 0 there are no waves and no physical energy; Lean assigns the empty basis the energy 0, and the chain reads 0 ≤ 0 ≤ 0.

Membership in the cutoff basis is exactly the condition n²/a² ≤ C. The finite interval excludes nothing, because |n| ≤ n² ≤ Ca² for every integer n that satisfies the condition.

```lean
/-- For a cell of nonzero size, a plane wave belongs to the cutoff basis exactly when its
kinetic energy is at most the cutoff. -/
theorem mem_cutoffBasis {C a : ℝ} (ha : a ≠ 0) (n : ℤ) :
    n ∈ cutoffBasis C a ↔ (n : ℝ) ^ 2 / a ^ 2 ≤ C := by
  simp only [cutoffBasis, Finset.mem_filter, Finset.mem_Icc, and_iff_right_iff_imp]
  intro h
  have h1 : (n : ℝ) ^ 2 ≤ C * a ^ 2 := (div_le_iff₀ (by positivity)).1 h
  have h2 : n ^ 2 ≤ ⌊C * a ^ 2⌋ := Int.le_floor.2 (by push_cast; exact h1)
  have h3 := Int.le_self_sq n
  have h4 := Int.le_self_sq (-n)
  rw [neg_sq] at h4
  constructor <;> linarith
```

Now let S be nonempty and S ⊆ T. Take the normalised ground state ψ in S and extend it by zero to φ on T. The matrix elements between waves in S are the same in both bases, so

E(S,a) = ⟨ψ,H_S ψ⟩ = ⟨φ,H_T φ⟩ ≥ E(T,a).

In the proof, extension by zero becomes `h.submatrix`: the smaller matrix, shifted by E(T,a), is a principal submatrix of a positive semidefinite one. `le_groundEnergy` then gives the inequality.

```lean
/-- At fixed cell size and for a Hermitian potential, enlarging a nonempty plane-wave basis
does not raise the ground energy. -/
theorem energy_le_of_subset {V : ℤ → ℂ} (hV : ∀ n, V (-n) = star (V n))
    {S T : Finset ℤ} (hS : S.Nonempty) (hST : S ⊆ T) (a : ℝ) :
    energy V T a ≤ energy V S a := by
  have : Nonempty S := hS.to_subtype
  have h : (hamiltonian V T a - (energy V T a : ℂ) • (1 : Matrix T T ℂ)).PosSemidef :=
    sub_groundEnergy_posSemidef (hamiltonian_isHermitian hV T a)
  generalize energy V T a = e at h ⊢
  refine le_groundEnergy (hamiltonian_isHermitian hV S a) ?_
  -- the small Hamiltonian is a principal submatrix of the large one
  convert h.submatrix (fun n : S => (⟨n, hST n.2⟩ : T)) using 1
  refine Matrix.ext fun n m => ?_
  simp [hamiltonian, Matrix.diagonal_apply, Matrix.one_apply]
```

## Expansion: 0 < a ≤ b

The cell grows from a to b, and positivity ensures that a² ≤ b². In a fixed basis S only the kinetic part of the Hamiltonian matrix changes. For the normalised ground state ψ at size a,

E(S,a) = ⟨ψ,H(b)ψ⟩ + Σₙ n²(1/a² − 1/b²)|ψₙ|² ≥ E(S,b).

If the cell shrinks instead, the inequality can fail: for S = {1} and V = 0 the energy is 1/a², which rises on contraction.

Lean adds the diagonal matrix of `hd`, which holds the kinetic energy that each plane wave loses in the expansion and is nonnegative, to the positive semidefinite matrix H(b) − E(S,b). The sum is H(a) − E(S,b).

```lean
/-- In a fixed nonempty plane-wave basis and for a Hermitian potential, expanding the cell
does not raise the ground energy. -/
theorem energy_le_of_expansion {V : ℤ → ℂ} (hV : ∀ n, V (-n) = star (V n))
    {S : Finset ℤ} (hS : S.Nonempty) {a b : ℝ} (ha : 0 < a) (hab : a ≤ b) :
    energy V S b ≤ energy V S a := by
  have : Nonempty S := hS.to_subtype
  have h : (hamiltonian V S b - (energy V S b : ℂ) • (1 : Matrix S S ℂ)).PosSemidef :=
    sub_groundEnergy_posSemidef (hamiltonian_isHermitian hV S b)
  generalize energy V S b = e at h ⊢
  refine le_groundEnergy (hamiltonian_isHermitian hV S a) ?_
  -- the kinetic energy lost in the expansion is a nonnegative diagonal matrix
  have hd : (Matrix.diagonal (fun n : S => ((((n : ℤ) : ℝ) ^ 2 / a ^ 2
      - ((n : ℤ) : ℝ) ^ 2 / b ^ 2 : ℝ) : ℂ))).PosSemidef := by
    refine Matrix.posSemidef_diagonal_iff.2 fun n => Complex.zero_le_real.2 ?_
    exact sub_nonneg.2 (by gcongr)
  convert h.add hd using 1
  refine Matrix.ext fun n m => ?_
  by_cases hnm : n = m
  · subst hnm
    simp only [hamiltonian, Matrix.sub_apply, Matrix.add_apply, Matrix.diagonal_apply_eq,
      Matrix.of_apply, Matrix.smul_apply, Matrix.one_apply_eq, Complex.ofReal_sub]
    ring
  · simp [hamiltonian, hnm]
```

The same ordering makes the cutoff bases nested: if n²/a² ≤ C, then n²/b² ≤ n²/a² ≤ C, so S(a) ⊆ S(b). Enlarging the basis at size b gives the left inequality of the chain, and expanding in S(a) gives the right one. Subtracting from E(S(a),a),

E(S(a),a) − E(S(b),b) ≥ E(S(a),a) − E(S(a),b) ≥ 0.

The theorem states the chain as a conjunction and proves it in this way, with n = 0 as the witness that S(a) is nonempty. The word "exaggerates" in its name means only that the gain is at least as large as in the fixed basis S(a). It does not mean that a fixed cutoff overestimates the gain in a complete basis. The gain in a complete basis can be larger than the one at fixed cutoff: for a cosine potential, a < b and 0 ≤ Cb² < 1, the fixed cutoff gives no gain, while the complete basis does.

```lean
/-- For a Hermitian potential, a cutoff `C ≥ 0` and cell sizes `0 < a ≤ b`, expansion lowers
the energy at least as much at fixed cutoff as in the fixed basis of the small cell, and in
that fixed basis it does not raise the energy. -/
theorem fixed_cutoff_exaggerates_gain {V : ℤ → ℂ} (hV : ∀ n, V (-n) = star (V n))
    {C a b : ℝ} (hC : 0 ≤ C) (ha : 0 < a) (hab : a ≤ b) :
    energy V (cutoffBasis C b) b ≤ energy V (cutoffBasis C a) b ∧
      energy V (cutoffBasis C a) b ≤ energy V (cutoffBasis C a) a := by
  have hS : (cutoffBasis C a).Nonempty :=
    ⟨0, (mem_cutoffBasis ha.ne' 0).2 (by simpa using hC)⟩
  refine ⟨energy_le_of_subset hV hS (fun n hn => ?_) b, energy_le_of_expansion hV hS ha hab⟩
  rw [mem_cutoffBasis (ha.trans_le hab).ne']
  refine le_trans ?_ ((mem_cutoffBasis ha.ne' n).1 hn)
  gcongr
```

## A newly admitted wave that couples: Ca² < 1 ≤ Cb² and V(1) ≠ 0

These conditions give a case in which expansion gains nothing in the fixed basis S(a), so that in this comparison the whole gain at fixed cutoff comes from the added waves. The small cell holds only n = 0, the large cell also holds n = 1, and the potential couples the two. Since V(0) is real, E({0},a) = E({0},b) = V(0), and expansion in the fixed basis gains nothing. In the large cell, the waves 0 and 1 alone already give the lower eigenvalue

V(0) + 1/(2b²) − √(1/(4b⁴) + |V(1)|²) < V(0),

and the remaining waves of S(b) cannot raise it.

Each condition has its role. If 1 ≤ Ca² < 4 and only V(1) = V(−1) ≠ 0, the fixed basis {−1,0,1} does gain from expansion. If 0 ≤ C and Cb² < 1, both bases are {0} and there is no gain at all. If V(n) = 0 for every n ≠ 0, all the energies equal V(0), so a strict gain needs some nonconstant part of the potential.

The proof identifies S(a) with {0} and writes `v` for V(0). Instead of computing the eigenvalue, it supposes that the energy e in S(b) is not below E({0},a), so that v ≤ e. The diagonal entry of H − e at n = 0 gives e ≤ v, hence e = v. The minor of H − v on the waves 0 and 1 then has determinant −|V(1)|² < 0, which contradicts positive semidefiniteness.

```lean
/-- Let the potential be Hermitian with `V 1 ≠ 0`, and let the cutoff admit only `n = 0` in
the small cell but also `n = 1` in the large one. Then expansion gains nothing in the fixed
basis, yet strictly lowers the energy at fixed cutoff. -/
theorem gain_from_basis_alone {V : ℤ → ℂ} (hV : ∀ n, V (-n) = star (V n)) (hV1 : V 1 ≠ 0)
    {C a b : ℝ} (ha : 0 < a) (hb : 0 < b) (hCa : C * a ^ 2 < 1) (hCb : 1 ≤ C * b ^ 2) :
    energy V (cutoffBasis C a) b = energy V (cutoffBasis C a) a ∧
      energy V (cutoffBasis C b) b < energy V (cutoffBasis C a) a := by
  have hC : 0 ≤ C := by
    by_contra hneg
    nlinarith [mul_pos (neg_pos.2 (not_le.1 hneg)) (pow_pos hb 2)]
  have hSa : cutoffBasis C a = {0} := by
    refine Finset.ext fun n => ?_
    rw [mem_cutoffBasis ha.ne', Finset.mem_singleton]
    constructor
    · intro h
      have h1 : (n : ℝ) ^ 2 < 1 := ((div_le_iff₀ (by positivity)).1 h).trans_lt hCa
      have h2 : n ^ 2 < 1 := by exact_mod_cast h1
      have h3 : n ^ 2 = 0 := le_antisymm (by omega) (sq_nonneg n)
      exact pow_eq_zero_iff (two_ne_zero) |>.1 h3
    · rintro rfl
      simpa using hC
  obtain ⟨v, hv⟩ : ∃ v : ℝ, V 0 = v :=
    Complex.conj_eq_iff_real.1 (show star (V 0) = V 0 by rw [← hV, neg_zero])
  rw [hSa]
  constructor
  · -- the constant wave has no kinetic energy in either cell
    have hH : hamiltonian V {0} b = hamiltonian V {0} a := by
      refine Matrix.ext fun n m => ?_
      obtain ⟨n, hn⟩ := n
      obtain ⟨m, hm⟩ := m
      obtain rfl := Finset.mem_singleton.1 hn
      obtain rfl := Finset.mem_singleton.1 hm
      simp [hamiltonian]
    rw [energy, energy, hH]
  · have hv0 : v ≤ energy V {0} a := by
      have : Nonempty ({0} : Finset ℤ) := ⟨⟨0, Finset.mem_singleton_self 0⟩⟩
      refine le_groundEnergy (hamiltonian_isHermitian hV {0} a) ?_
      convert Matrix.PosSemidef.zero using 1
      refine Matrix.ext fun n m => ?_
      obtain ⟨n, hn⟩ := n
      obtain ⟨m, hm⟩ := m
      obtain rfl := Finset.mem_singleton.1 hn
      obtain rfl := Finset.mem_singleton.1 hm
      simp [hamiltonian, hv]
    have h0 : (0 : ℤ) ∈ cutoffBasis C b := (mem_cutoffBasis hb.ne' 0).2 (by simpa using hC)
    have h1 : (1 : ℤ) ∈ cutoffBasis C b := by
      rw [mem_cutoffBasis hb.ne', div_le_iff₀ (by positivity)]
      simpa using hCb
    have h : (hamiltonian V (cutoffBasis C b) b - (energy V (cutoffBasis C b) b : ℂ) •
        (1 : Matrix (cutoffBasis C b) (cutoffBasis C b) ℂ)).PosSemidef :=
      sub_groundEnergy_posSemidef (hamiltonian_isHermitian hV _ b)
    by_contra hlt
    have hle := hv0.trans (not_lt.1 hlt)
    generalize energy V (cutoffBasis C b) b = e at h hle
    have hd := (Complex.le_def.1 (h.diag_nonneg (i := ⟨0, h0⟩))).1
    simp [hamiltonian, hv] at hd
    obtain rfl : v = e := le_antisymm hle hd
    -- the minor on the waves 0 and 1 would have negative determinant
    have hM := (h.submatrix (![⟨0, h0⟩, ⟨1, h1⟩] : Fin 2 → cutoffBasis C b)).det_nonneg
    have hE : (hamiltonian V (cutoffBasis C b) b - (v : ℂ) •
        (1 : Matrix (cutoffBasis C b) (cutoffBasis C b) ℂ)).submatrix
        (![⟨0, h0⟩, ⟨1, h1⟩] : Fin 2 → cutoffBasis C b)
        (![⟨0, h0⟩, ⟨1, h1⟩] : Fin 2 → cutoffBasis C b) =
        !![0, V (-1); V 1, ((1 / b ^ 2 : ℝ) : ℂ)] := by
      refine Matrix.ext fun i j => ?_
      fin_cases i <;> fin_cases j <;> simp [hamiltonian, hv]
    have hn : V (-1) * V 1 = (Complex.normSq (V 1) : ℂ) := by
      rw [hV]
      exact Complex.normSq_eq_conj_mul_self.symm
    rw [hE, Matrix.det_fin_two_of, zero_mul, zero_sub, hn, ← Complex.ofReal_neg,
      Complex.zero_le_real] at hM
    linarith [Complex.normSq_pos.2 hV1]

end

end PlaneWaveCellSize
```

```lean
#print axioms PlaneWaveCellSize.fixed_cutoff_exaggerates_gain
#print axioms PlaneWaveCellSize.gain_from_basis_alone
```

```
'PlaneWaveCellSize.fixed_cutoff_exaggerates_gain' depends on axioms: [propext, Classical.choice, Quot.sound]
'PlaneWaveCellSize.gain_from_basis_alone' depends on axioms: [propext, Classical.choice, Quot.sound]
```
